# A Gaussian upper bound on the free energy of a classical quartic oscillator, with exactly one optimal variance

To estimate the free energy of an anharmonic mode, one can replace its position distribution by a Gaussian centred at the origin, solve a stationarity equation for the width, and take the resulting value as an upper bound. For a single classical coordinate \(x\) with potential

\[
U(x)=\tfrac12 a x^2+g x^4,\qquad a\in\mathbb R,\quad g>0,
\]

at inverse temperature \(\beta=1/(k_BT)>0\), this step is safe. The stationarity equation for the variance \(v\) has exactly one positive root, and among all centred Gaussians the one with this variance gives the lowest bound. The coefficient \(a\) may be negative, so the double well is included. The condition \(g>0\) stands for a quartic wall that confines the particle.

## Potential, free energy and trial density

In Lean 4 with Mathlib:

```lean
import Mathlib

open MeasureTheory Real

namespace QuarticOscillatorBound

noncomputable section
```

The potential is written as above, with \(a\) in the role of the spring constant.

```lean
/-- Potential energy of the quartic oscillator, `U(x) = a x²/2 + g x⁴`. -/
def potential (a g x : ℝ) : ℝ := a * x ^ 2 / 2 + g * x ^ 4
```

The configurational free energy is

\[
F=-\frac1\beta\ln Z,\qquad Z=\int_{-\infty}^{\infty}e^{-\beta U(x)}\,dx .
\]

The momentum factor is left out. The value of \(F\) therefore depends on the unit of length, but the bound below shifts by the same amount when that unit changes.

```lean
/-- Configurational free energy `F = -(1/β) ln ∫ exp(-β U(x)) dx`, for `β > 0` and `g > 0`. -/
def freeEnergy (β a g : ℝ) : ℝ := -log (∫ x, exp (-β * potential a g x)) / β
```

The trial density is a Gaussian centred at the origin; \(v\) is its variance, not a velocity:

\[
p_v(x)=\frac{e^{-x^2/(2v)}}{\sqrt{2\pi v}} .
\]

```lean
/-- Centred Gaussian trial density of variance `v`, for `v > 0`. -/
def trialDensity (v x : ℝ) : ℝ := exp (-(1 / (2 * v)) * x ^ 2) / √(2 * π * v)
```

The bound is

\[
B(v)=\frac{av}{2}+3gv^2-\frac{\ln(2\pi e v)}{2\beta}.
\]

```lean
/-- The Gaussian bound `a v/2 + 3 g v² - ln(2πe v)/(2β)`, for `β > 0` and `v > 0`. -/
def gaussianBound (β a g v : ℝ) : ℝ :=
  a * v / 2 + 3 * g * v ^ 2 - log (2 * π * exp 1 * v) / (2 * β)
```

Setting \(B'(v)=0\) and multiplying by \(2v\) gives \(av+12gv^2=1/\beta\). The quadratic formula supplies the candidate

\[
v_*=\frac{\sqrt{a^2+48g/\beta}-a}{24g}.
\]

```lean
/-- The variance `(√(a² + 48 g/β) - a)/(24 g)`, for `β > 0` and `g > 0`. -/
def optimalVariance (β a g : ℝ) : ℝ := (√(a ^ 2 + 48 * g / β) - a) / (24 * g)
```

## Gaussian moments

Write \(\langle\cdot\rangle\) for the average over \(p_v\). Every moment exists, because the Gaussian decays faster than any power grows.

```lean
/-- Every natural-number power of the position is integrable against the centred Gaussian of
variance `v > 0`. -/
theorem integrable_moment {v : ℝ} (hv : 0 < v) (n : ℕ) :
    Integrable (fun x => x ^ n * trialDensity v x) := by
  have hn : (-1 : ℝ) < (n : ℝ) := by
    have := Nat.cast_nonneg (α := ℝ) n
    linarith
  have h := integrable_rpow_mul_exp_neg_mul_sq (b := 1 / (2 * v)) (by positivity) hn
  simp only [Real.rpow_natCast] at h
  refine (h.div_const (√(2 * π * v))).congr (Filter.Eventually.of_forall fun x => ?_)
  simp only [trialDensity]
  ring
```

The product rule gives

\[
\frac{d}{dx}\left(x^{n+1}p_v\right)=(n+1)x^n p_v-\frac1v x^{n+2}p_v .
\]

The integral of the left side over the line is zero, hence \(\langle x^{n+2}\rangle=(n+1)v\langle x^n\rangle\). In the code, `hd` is the derivative and `h0` the vanishing integral.

```lean
/-- Moment recursion of a centred Gaussian of variance `v > 0`: `⟨xⁿ⁺²⟩ = (n + 1) v ⟨xⁿ⟩`. -/
theorem moment_step {v : ℝ} (hv : 0 < v) (n : ℕ) :
    ∫ x, x ^ (n + 2) * trialDensity v x = (n + 1) * v * ∫ x, x ^ n * trialDensity v x := by
  have hd : ∀ x, HasDerivAt (fun y => y ^ (n + 1) * trialDensity v y)
      ((n + 1) * (x ^ n * trialDensity v x) - v⁻¹ * (x ^ (n + 2) * trialDensity v x)) x := by
    intro x
    have h2 : HasDerivAt (fun y : ℝ => y ^ 2) (2 * x) x := by simpa using hasDerivAt_pow 2 x
    have hp : HasDerivAt (fun y : ℝ => y ^ (n + 1)) ((n + 1) * x ^ n) x := by
      simpa using hasDerivAt_pow (n + 1) x
    have hg : HasDerivAt (fun y => trialDensity v y) (-(v⁻¹ * x) * trialDensity v x) x :=
      (((h2.const_mul (-(1 / (2 * v)))).exp).div_const (√(2 * π * v))).congr_deriv (by
        simp only [trialDensity]
        ring)
    exact (hp.fun_mul hg).congr_deriv (by ring)
  have i0 := (integrable_moment hv n).const_mul ((n : ℝ) + 1)
  have i2 := (integrable_moment hv (n + 2)).const_mul v⁻¹
  -- the integral of a total derivative vanishes
  have h0 := integral_eq_zero_of_hasDerivAt_of_integrable hd (i0.sub i2)
    (integrable_moment hv (n + 1))
  rw [integral_sub i0 i2, integral_const_mul, integral_const_mul] at h0
  have hvv : v * v⁻¹ = 1 := mul_inv_cancel₀ hv.ne'
  linear_combination (-v) * h0 - (∫ x, x ^ (n + 2) * trialDensity v x) * hvv
```

Normalisation gives \(\langle 1\rangle=1\). The recursion at \(n=0\) and \(n=2\) then gives \(\langle x^2\rangle=v\) and \(\langle x^4\rangle=3v^2\), so for constants \(A,B,C\)

\[
\langle A+Bx^2+Cx^4\rangle=A+Bv+3Cv^2 .
\]

```lean
/-- For a centred Gaussian of variance `v > 0`, `A + B x² + C x⁴` is integrable and has the average
`A + B v + 3 C v²`. -/
theorem quartic_average {v : ℝ} (hv : 0 < v) (A B C : ℝ) :
    Integrable (fun x => (A + B * x ^ 2 + C * x ^ 4) * trialDensity v x) ∧
    ∫ x, (A + B * x ^ 2 + C * x ^ 4) * trialDensity v x = A + B * v + 3 * C * v ^ 2 := by
  have m0 : ∫ x, trialDensity v x = 1 := by
    simp only [trialDensity]
    rw [integral_div, integral_gaussian, one_div, div_inv_eq_mul,
      show π * (2 * v) = 2 * π * v by ring]
    exact div_self (by positivity)
  have m2 : ∫ x, x ^ 2 * trialDensity v x = v := by
    have h := moment_step hv 0
    simp only [pow_zero, one_mul, zero_add, Nat.cast_zero, m0, mul_one] at h
    exact h
  have m4 : ∫ x, x ^ 4 * trialDensity v x = 3 * v ^ 2 := by
    have h := moment_step hv 2
    rw [m2] at h
    exact h.trans (by push_cast; ring)
  have e : (fun x => (A + B * x ^ 2 + C * x ^ 4) * trialDensity v x) = fun x =>
      A * (x ^ 0 * trialDensity v x) + B * (x ^ 2 * trialDensity v x)
        + C * (x ^ 4 * trialDensity v x) := by
    funext x
    ring
  have i0 := (integrable_moment hv 0).const_mul A
  have i2 := (integrable_moment hv 2).const_mul B
  have i4 := (integrable_moment hv 4).const_mul C
  have i02 : Integrable (fun x => A * (x ^ 0 * trialDensity v x)
      + B * (x ^ 2 * trialDensity v x)) := i0.add i2
  rw [e]
  refine ⟨i02.add i4, ?_⟩
  rw [integral_add i02 i4, integral_add i0 i2]
  simp only [integral_const_mul, pow_zero, one_mul, m0, m2, m4]
  ring
```

## The bound as energy minus temperature times entropy

The entropy requires the logarithm of the density, which exists because \(p_v>0\):

```lean
lemma trialDensity_pos {v : ℝ} (hv : 0 < v) (x : ℝ) : 0 < trialDensity v x := by
  unfold trialDensity
  positivity
```

\[
\ln p_v(x)=-\frac{x^2}{2v}-\frac12\ln(2\pi v).
\]

```lean
lemma log_trialDensity {v : ℝ} (hv : 0 < v) (x : ℝ) :
    log (trialDensity v x) = -(1 / (2 * v)) * x ^ 2 - log (2 * π * v) / 2 := by
  unfold trialDensity
  rw [Real.log_div (exp_ne_zero _) (by positivity), Real.log_exp, Real.log_sqrt (by positivity)]
```

The factor \(e\) in the bound contributes \(\ln(2\pi e v)=\ln(2\pi v)+1\).

```lean
lemma log_two_pi_e {v : ℝ} (hv : 0 < v) :
    log (2 * π * exp 1 * v) = log (2 * π * v) + 1 := by
  rw [show 2 * π * exp 1 * v = 2 * π * v * exp 1 by ring,
    Real.log_mul (by positivity) (exp_ne_zero _), Real.log_exp]
```

The mean energy is \(\langle U\rangle=av/2+3gv^2\). The entropy, in units of \(k_B\), is

\[
S=-\int p_v\ln p_v\,dx=\frac{\ln(2\pi v)}2+\frac{v}{2v}=\frac{\ln(2\pi e v)}{2},
\]

so \(B(v)=\langle U\rangle-S/\beta\). Each integrand is \(p_v\) times an even polynomial of degree at most four, so the average formula settles both.

```lean
/-- The Gaussian bound is the mean energy minus temperature times entropy, `⟨U⟩ - S/β` with
`S = -∫ p ln p`, of the centred Gaussian trial density `p` of variance `v > 0`. -/
theorem gaussianBound_eq (β a g : ℝ) {v : ℝ} (hv : 0 < v) :
    gaussianBound β a g v = (∫ x, potential a g x * trialDensity v x)
      - (-∫ x, trialDensity v x * log (trialDensity v x)) / β := by
  have hU : ∫ x, potential a g x * trialDensity v x = a * v / 2 + 3 * g * v ^ 2 := by
    have e : (fun x => potential a g x * trialDensity v x) =
        fun x => (0 + a / 2 * x ^ 2 + g * x ^ 4) * trialDensity v x := by
      funext x
      simp only [potential]
      ring
    rw [e, (quartic_average hv _ _ _).2]
    ring
  have hS : ∫ x, trialDensity v x * log (trialDensity v x)
      = -(log (2 * π * v) + 1) / 2 := by
    have e : (fun x => trialDensity v x * log (trialDensity v x)) = fun x =>
        (-log (2 * π * v) / 2 + -(1 / (2 * v)) * x ^ 2 + 0 * x ^ 4) * trialDensity v x := by
      funext x
      rw [log_trialDensity hv]
      ring
    have hvv : v * v⁻¹ = 1 := mul_inv_cancel₀ hv.ne'
    rw [e, (quartic_average hv _ _ _).2]
    linear_combination (-1 / 2) * hvv
  rw [hU, hS, gaussianBound, log_two_pi_e hv]
  ring
```

## The variational inequality

First, \(Z\) must be finite. Choose \(k\) with \(2gk=a/2-1\). Completing the square in \(x^2\) gives

\[
U(x)-x^2+gk^2=g(x^2+k)^2\ge 0,
\]

so \(e^{-\beta U}\le e^{\beta gk^2}e^{-\beta x^2}\), which is integrable for either sign of \(a\).

```lean
/-- For `β > 0` and `g > 0` the Boltzmann factor is integrable, whatever the sign of `a`. -/
theorem integrable_boltzmann {β g : ℝ} (a : ℝ) (hβ : 0 < β) (hg : 0 < g) :
    Integrable (fun x => exp (-β * potential a g x)) := by
  obtain ⟨k, hk⟩ : ∃ k, 2 * g * k = a / 2 - 1 :=
    ⟨(a / 2 - 1) / (2 * g), mul_div_cancel₀ _ (by positivity)⟩
  refine ((integrable_exp_neg_mul_sq hβ).const_mul (exp (β * (g * k ^ 2)))).mono'
    (by unfold potential; fun_prop) (Filter.Eventually.of_forall fun x => ?_)
  rw [Real.norm_eq_abs, abs_of_pos (exp_pos _), ← Real.exp_add]
  apply Real.exp_le_exp.mpr
  -- complete the square in x²
  have h : β * (potential a g x - x ^ 2 + g * k ^ 2) = β * (g * (x ^ 2 + k) ^ 2) := by
    simp only [potential]
    linear_combination (-β * x ^ 2) * hk
  have h' : 0 ≤ β * (g * (x ^ 2 + k) ^ 2) := by positivity
  linarith
```

Now write \(e^{-\beta U}=p_v e^{h}\) with

\[
h(x)=\frac{\ln(2\pi v)}2+\left(\frac1{2v}-\frac{\beta a}{2}\right)x^2-\beta g x^4 .
\]

Its average is \(c=\langle h\rangle=-\beta\langle U\rangle+S=-\beta B(v)\). The exponential lies above its tangent line at \(c\):

\[
e^{h}\ge e^{c}(1+h-c).
\]

Multiplying by \(p_v\) and integrating removes the term \(h-c\) and leaves \(Z\ge e^{c}\). Taking logarithms and dividing by \(-\beta\) gives \(F\le B(v)\). This is the Gibbs–Bogoliubov inequality, proved here for this potential and centred Gaussian trial densities rather than for a general pair of systems. In the code, `hpt` is the pointwise tangent inequality and `hZ` its integral.

```lean
/-- Gibbs-Bogoliubov inequality for the quartic oscillator: for `β > 0` and `g > 0`, every centred
Gaussian trial density of variance `v > 0` bounds the free energy from above. -/
theorem freeEnergy_le {β g v : ℝ} (a : ℝ) (hβ : 0 < β) (hg : 0 < g) (hv : 0 < v) :
    freeEnergy β a g ≤ gaussianBound β a g v := by
  obtain ⟨c, hc⟩ : ∃ c, c = -β * gaussianBound β a g v := ⟨_, rfl⟩
  obtain ⟨L, hL⟩ : ∃ L, L = log (2 * π * v) / 2 := ⟨_, rfl⟩
  have hvv : v * v⁻¹ = 1 := mul_inv_cancel₀ hv.ne'
  have hbb : β * β⁻¹ = 1 := mul_inv_cancel₀ hβ.ne'
  have hcL : c = L + (1 / (2 * v) - β * a / 2) * v + 3 * (-β * g) * v ^ 2 := by
    rw [hc, hL, gaussianBound, log_two_pi_e hv]
    linear_combination (log (2 * π * v) + 1) / 2 * hbb - 1 / 2 * hvv
  obtain ⟨hi, hI⟩ := quartic_average hv (1 - c + L) (1 / (2 * v) - β * a / 2) (-β * g)
  have hB := integrable_boltzmann a hβ hg
  -- tangent line of the exponential at the trial average c
  have hpt : ∀ x, exp c * ((1 - c + L + (1 / (2 * v) - β * a / 2) * x ^ 2 + -β * g * x ^ 4)
      * trialDensity v x) ≤ exp (-β * potential a g x) := by
    intro x
    have hp : trialDensity v x = exp (-(1 / (2 * v)) * x ^ 2 - L) := by
      rw [hL, ← log_trialDensity hv x, Real.exp_log (trialDensity_pos hv x)]
    have he : exp (-β * potential a g x) = exp c * (exp (-c + L
        + (1 / (2 * v) - β * a / 2) * x ^ 2 + -β * g * x ^ 4) * trialDensity v x) := by
      rw [hp, ← Real.exp_add, ← Real.exp_add]
      congr 1
      simp only [potential]
      ring
    rw [he]
    refine mul_le_mul_of_nonneg_left (mul_le_mul_of_nonneg_right ?_
      (trialDensity_pos hv x).le) (exp_pos c).le
    have := Real.add_one_le_exp (-c + L + (1 / (2 * v) - β * a / 2) * x ^ 2 + -β * g * x ^ 4)
    linarith
  have hZ := integral_mono (hi.const_mul (exp c)) hB hpt
  rw [integral_const_mul, hI, show 1 - c + L + (1 / (2 * v) - β * a / 2) * v
    + 3 * (-β * g) * v ^ 2 = 1 by linear_combination -hcL, mul_one] at hZ
  have hlog := (Real.le_log_iff_exp_le ((exp_pos c).trans_le hZ)).mpr hZ
  rw [freeEnergy, div_le_iff₀ hβ]
  linarith
```

## One minimum, at the positive root

Let \(w>0\) solve \(aw+12gw^2=1/\beta\). For any \(v>0\), direct subtraction gives

\[
B(v)-B(w)-3g(v-w)^2=\frac{(v-w)(a+12gw)}2-\frac{\ln(v/w)}{2\beta}.
\]

Since \(\ln y\le y-1\), and \(1/\beta=w(a+12gw)\),

\[
\frac{\ln(v/w)}{2\beta}\le\frac{v-w}{2\beta w}=\frac{(v-w)(a+12gw)}2 .
\]

Therefore \(B(v)\ge B(w)+3g(v-w)^2\).

```lean
/-- If `w > 0` solves `a w + 12 g w² = 1/β` with `β > 0`, the bound at any `v > 0` exceeds the
bound at `w` by at least `3 g (v - w)²`. -/
theorem quadratic_gap {β a g v w : ℝ} (hβ : 0 < β) (hv : 0 < v) (hw : 0 < w)
    (hr : a * w + 12 * g * w ^ 2 = 1 / β) :
    gaussianBound β a g w + 3 * g * (v - w) ^ 2 ≤ gaussianBound β a g v := by
  have hl : log v - log w ≤ v / w - 1 := by
    rw [← Real.log_div hv.ne' hw.ne']
    exact Real.log_le_sub_one_of_pos (div_pos hv hw)
  have h1 : (log v - log w) / (2 * β) ≤ (v / w - 1) / (2 * β) := by gcongr
  have aux : ∀ q, q * w = v → (q - 1) / (2 * β) = (v - w) * (a + 12 * g * w) / 2 := by
    intro q hq
    linear_combination (-(q - 1) / 2) * hr + (a + 12 * g * w) / 2 * hq
  rw [aux _ (div_mul_cancel₀ v hw.ne')] at h1
  have h2 : gaussianBound β a g v - gaussianBound β a g w - 3 * g * (v - w) ^ 2
      = (v - w) * (a + 12 * g * w) / 2 - (log v - log w) / (2 * β) := by
    simp only [gaussianBound]
    rw [Real.log_mul (by positivity) hv.ne', Real.log_mul (by positivity) hw.ne']
    ring
  linarith
```

Such a root exists. Since \(48g/\beta>0\), the square root in \(v_*\) exceeds \(a\), so \(v_*>0\). Squaring \(24gv_*+a=\sqrt{a^2+48g/\beta}\) and dividing by \(48g\) recovers the equation.

```lean
/-- For `β > 0` and `g > 0` the optimal variance is positive and solves
`a v + 12 g v² = 1/β`. -/
theorem optimalVariance_spec {β g : ℝ} (a : ℝ) (hβ : 0 < β) (hg : 0 < g) :
    0 < optimalVariance β a g ∧
    a * optimalVariance β a g + 12 * g * optimalVariance β a g ^ 2 = 1 / β := by
  have hq : 0 < 48 * g / β := by positivity
  have hs : √(a ^ 2 + 48 * g / β) ^ 2 = a ^ 2 + 48 * g / β := Real.sq_sqrt (by positivity)
  have hlt : a < √(a ^ 2 + 48 * g / β) := Real.lt_sqrt_of_sq_lt (by linarith)
  have ho : 24 * g * optimalVariance β a g = √(a ^ 2 + 48 * g / β) - a :=
    mul_div_cancel₀ _ (by positivity)
  refine ⟨div_pos (by linarith) (by positivity), ?_⟩
  apply mul_left_cancel₀ (show 48 * g ≠ 0 by positivity)
  linear_combination hs
    + (24 * g * optimalVariance β a g + a + √(a ^ 2 + 48 * g / β)) * ho
```

If a positive \(v\) has \(B(v)\le B(v_*)\), the quadratic gap forces \(v=v_*\); this is `key`. Any positive root is a minimizer by the same gap, so it equals \(v_*\), and so does any minimizer.

The final theorem takes a real `a` and the hypotheses `0 < β` and `0 < g`, and states three things:

- `freeEnergy β a g ≤ gaussianBound β a g v` for every positive `v`.
- Exactly one `v` is positive and solves the stationarity equation; `∃!` expresses existence together with uniqueness.
- A positive `v` satisfies `gaussianBound β a g v ≤ gaussianBound β a g u` for all positive `u` if and only if it solves that equation.

```lean
/-- For `β > 0` and `g > 0`, the Gaussian bound holds at every variance `v > 0`, the equation
`a v + 12 g v² = 1/β` has exactly one positive root, and a positive `v` minimizes the bound
over all positive variances if and only if it is that root. -/
theorem gaussian_variational_principle {β g : ℝ} (a : ℝ) (hβ : 0 < β) (hg : 0 < g) :
    (∀ v, 0 < v → freeEnergy β a g ≤ gaussianBound β a g v) ∧
    (∃! v, 0 < v ∧ a * v + 12 * g * v ^ 2 = 1 / β) ∧
    ∀ v, 0 < v → ((∀ u, 0 < u → gaussianBound β a g v ≤ gaussianBound β a g u) ↔
      a * v + 12 * g * v ^ 2 = 1 / β) := by
  obtain ⟨hw, hr⟩ := optimalVariance_spec a hβ hg
  -- a variance that does as well as the root coincides with it
  have key : ∀ v, 0 < v →
      gaussianBound β a g v ≤ gaussianBound β a g (optimalVariance β a g) →
      v = optimalVariance β a g := by
    intro v hv hle
    by_contra hne
    have hd : v - optimalVariance β a g ≠ 0 := sub_ne_zero.mpr hne
    have hpos : 0 < 3 * g * (v - optimalVariance β a g) ^ 2 := by positivity
    have := quadratic_gap hβ hv hw hr
    linarith
  have hmin : ∀ v, 0 < v → a * v + 12 * g * v ^ 2 = 1 / β →
      ∀ u, 0 < u → gaussianBound β a g v ≤ gaussianBound β a g u := by
    intro v hv hrv u hu
    have h := quadratic_gap hβ hu hv hrv
    have : 0 ≤ 3 * g * (u - v) ^ 2 := by positivity
    linarith
  refine ⟨fun v hv => freeEnergy_le a hβ hg hv,
    ⟨_, ⟨hw, hr⟩, fun v hv => key v hv.1 (hmin v hv.1 hv.2 _ hw)⟩,
    fun v hv => ⟨fun h => ?_, hmin v hv⟩⟩
  rw [key v hv (h _ hw)]
  exact hr

end

end QuarticOscillatorBound
```

```lean
#print axioms QuarticOscillatorBound.gaussianBound_eq
-- 'QuarticOscillatorBound.gaussianBound_eq' depends on axioms: [propext, Classical.choice, Quot.sound]
#print axioms QuarticOscillatorBound.freeEnergy_le
-- 'QuarticOscillatorBound.freeEnergy_le' depends on axioms: [propext, Classical.choice, Quot.sound]
#print axioms QuarticOscillatorBound.gaussian_variational_principle
-- 'QuarticOscillatorBound.gaussian_variational_principle' depends on axioms: [propext, Classical.choice, Quot.sound]
```

## Confinement and the range of the bound

Weakening \(g>0\) to \(g\ge0\) breaks the existence of the root. Take \(g=0\), \(a=-1\), \(\beta=1\): the equation becomes \(-v=1\), which has no positive solution, and \(B(v)\) falls without limit as \(v\) grows.

Since \(U''(x)=a+12gx^2\), the stationarity equation reads \(v=1/(\beta\langle U''\rangle)\). This is the classical, one-coordinate form of the self-consistent harmonic condition used for anharmonic vibrations. Applying the theorem proved here to a mode of a molecule or crystal requires a further step: treating that mode as classical, uncoupled from the others and governed by a potential of the form \(U\) above.

The theorem gives no estimate of the distance between \(F\) and the optimal bound. The minimum is also taken over centred Gaussians only; in a deep double well at low temperature, a Gaussian placed in one of the wells gives a lower value.
